# The Green's function of an open tight-binding chain from two solutions of its site recurrence

## An electron on a finite chain

An electron hops along a row of \(N\) atoms. Drive it at site \(j\) with energy \(E\): what amplitude appears at site \(i\)? For a drive of unit strength, and \(E\) not an eigenvalue of the Hamiltonian \(H\), the answer is the Green's function \((E-H)^{-1}_{ij}\). Once the effect of the leads is included in \(H\), the end-to-end element enters the transmission amplitude of coherent transport. The chain here is finite and non-interacting, with uniform nearest-neighbour hopping.

## Two solutions give every entry

Let \(V_j\) be the on-site energy, often written \(\varepsilon_j\), and measure energies in units of the uniform hopping amplitude, which becomes \(+1\). Let \(u\) and \(v\) both solve

\[
w_{j+1}+w_{j-1}=(E-V_j)\,w_j,\qquad 1\le j\le N,
\]

with \(u_0=0\), \(v_{N+1}=0\) and \(v_N=1\). If \(u_{N+1}\neq0\), then \(E-H\) is invertible and

\[
(E-H)^{-1}_{ij}=(E-H)^{-1}_{ji}=\frac{u_i v_j}{u_{N+1}},\qquad i\le j.
\]

Rescaling \(u\) changes nothing here. With \(u_1=1\) as well, \(E-H\) is invertible exactly when \(u_{N+1}\ne0\), and for \(N\ge1\) the end-to-end element is \(1/u_{N+1}\).

## Reading the Lean statement

In `chainH N V`, the matrix index `i : Fin N` stands for site \(i+1\). `IsSolution` imposes the recurrence at the \(N\) sites only, on sequences indexed by the naturals; sites \(0\) and \(N+1\) are fictitious and carry the boundary conditions. `green` is the product formula. Invertibility appears separately as `IsUnit`, because Lean's `⁻¹` is defined for singular matrices too.

Both \(E\) and the \(V_j\) may be complex, so \(H\) need not be Hermitian. At fixed energy, two separate non-interacting leads, one coupled to each end site, can be represented by complex terms in \(V_1\) and \(V_N\); deriving those terms from semi-infinite leads is a separate step.

The sequences \(u\) and \(v\) are hypotheses. Another model would define them by recursion from their boundary values. Their existence would then be built in, but \(v\) would need a recursion running backwards from site \(N+1\).

## Derivation

Set \(W_j=u_{j+1}v_j-u_jv_{j+1}\), the discrete Wronskian. For \(1\le j\le N\), eliminating \(u_{j+1}\) and \(v_{j+1}\) gives

\[
W_j=[(E-V_j)u_j-u_{j-1}]v_j-u_j[(E-V_j)v_j-v_{j-1}]=W_{j-1}.
\]

So \(W_j\) is constant, and the boundary values of \(v\) give \(W_N=u_{N+1}\).

Now fix a source site \(l\) and put \(G_{kl}=u_{\min(k,l)}v_{\max(k,l)}/u_{N+1}\). This vanishes at \(k=0\) and \(k=N+1\), so \(H\) acts on it as on-site energy plus both neighbours:

\[
[(E-H)G]_{kl}=(E-V_k)G_{kl}-G_{k+1,l}-G_{k-1,l}.
\]

For \(k<l\) only \(u\) varies, and its recurrence makes this zero. For \(k>l\) the recurrence for \(v\) does the same. At \(k=l\),

\[
\frac{(E-V_l)u_lv_l-u_lv_{l+1}-u_{l-1}v_l}{u_{N+1}}
=\frac{u_{l+1}v_l-u_lv_{l+1}}{u_{N+1}}=1.
\]

Hence \((E-H)G=1\), and a right inverse of a square matrix is its inverse.

Conversely, if \(u_{N+1}=0\), then \((E-H)u=0\). With \(u_1=1\) this forces \(N\ge1\) and makes \(u\) a nonzero eigenvector, so \(E-H\) is singular.

## Two sites with numbers

Take \(N=2\), \(V_1=1\), \(V_2=0\), \(E=3\). Forwards, \(u_1=1\), \(u_2=2\), \(u_3=3\cdot2-1=5\). Backwards, \(v_3=0\), \(v_2=1\), \(v_1=3\). Therefore

\[
\begin{pmatrix}2&-1\\-1&3\end{pmatrix}^{-1}
=\frac15\begin{pmatrix}3&1\\1&2\end{pmatrix}.
\]

## The Lean file

```lean
import Mathlib

open Matrix

namespace TightBindingGreen

noncomputable section

/-- Hamiltonian of the open chain with `N` sites, on-site energies `V 1, ..., V N` and
nearest-neighbour hopping 1. The matrix index `i` stands for site `i + 1`. -/
def chainH (N : ℕ) (V : ℕ → ℂ) : Matrix (Fin N) (Fin N) ℂ := fun i j =>
  (if i.val = j.val then V (i.val + 1) else 0) + (if j.val = i.val + 1 then 1 else 0)
    + (if i.val = j.val + 1 then 1 else 0)

/-- The sequence `w` solves the Schrödinger recurrence
`w_(j+1) + w_(j-1) = (E - V_j) w_j` at each of the sites `1, ..., N`. -/
def IsSolution (N : ℕ) (E : ℂ) (V w : ℕ → ℂ) : Prop :=
  ∀ j, j < N → w (j + 2) + w j = (E - V (j + 1)) * w (j + 1)

/-- The product of `u` at the left one and `v` at the right one of the sites `k` and `l`,
divided by `u_(N+1)`; the domain is `u_(N+1) ≠ 0`. -/
def green (N : ℕ) (u v : ℕ → ℂ) (k l : ℕ) : ℂ :=
  u (min k l) * v (max k l) / u (N + 1)

/-- On amplitudes that vanish at the fictitious sites `0` and `N + 1`, the Hamiltonian acts
as on-site energy plus the amplitudes of the two neighbours. -/
theorem chainH_apply {N : ℕ} (V x : ℕ → ℂ) (h0 : x 0 = 0) (hN : x (N + 1) = 0)
    (i : Fin N) :
    (chainH N V *ᵥ fun j : Fin N => x (j.val + 1)) i
      = V (i.val + 1) * x (i.val + 1) + x (i.val + 2) + x i.val := by
  have h : (chainH N V *ᵥ fun j : Fin N => x (j.val + 1)) i
      = ∑ j ∈ Finset.range N, ((if i.val = j then V (i.val + 1) else 0)
        + (if j = i.val + 1 then 1 else 0) + (if i.val = j + 1 then 1 else 0))
          * x (j + 1) := by
    rw [Finset.sum_range]
    rfl
  -- the on-site term, the right neighbour and the left neighbour
  have h1 : ∑ j ∈ Finset.range N, (if i.val = j then V (i.val + 1) * x (j + 1) else 0)
      = V (i.val + 1) * x (i.val + 1) := by
    rw [Finset.sum_ite_eq, if_pos (Finset.mem_range.mpr i.isLt)]
  have h2 : ∑ j ∈ Finset.range N, (if j = i.val + 1 then x (j + 1) else 0)
      = x (i.val + 2) := by
    rw [Finset.sum_ite_eq']
    split_ifs with hm
    · rfl
    · have hi := i.isLt
      rw [Finset.mem_range] at hm
      have e : i.val + 2 = N + 1 := by omega
      rw [e, hN]
  have h3 : ∀ k : ℕ, k < N →
      ∑ j ∈ Finset.range N, (if k = j + 1 then x (j + 1) else 0) = x k := by
    intro k hk
    cases k with
    | zero =>
      rw [h0]
      exact Finset.sum_eq_zero (fun j _ => if_neg (by omega))
    | succ m =>
      rw [Finset.sum_eq_single m]
      · exact if_pos rfl
      · intro b _ hb
        exact if_neg (by omega)
      · intro hm
        exact absurd (Finset.mem_range.mpr (by omega)) hm
  rw [h]
  simp only [add_mul, Finset.sum_add_distrib, ite_mul, zero_mul, one_mul]
  rw [h1, h2, h3 i.val i.isLt]

/-- The discrete Wronskian of two solutions at the same energy has the same value on every
bond of the chain, the bonds to the fictitious end sites included. -/
theorem wronskian_const {N : ℕ} {E : ℂ} {V u v : ℕ → ℂ} (hu : IsSolution N E V u)
    (hv : IsSolution N E V v) (j : ℕ) :
    j ≤ N → u (j + 1) * v j - u j * v (j + 1) = u 1 * v 0 - u 0 * v 1 := by
  induction j with
  | zero => intro _; rfl
  | succ j ih =>
    intro hj
    have a := hu j (by omega)
    have b := hv j (by omega)
    have c := ih (by omega)
    change u (j + 2) * v (j + 1) - u (j + 1) * v (j + 2) = _
    linear_combination v (j + 1) * a - u (j + 1) * b + c

/-- Let `u` and `v` solve the recurrence without a source. If `v_(N+1) = 0`, `v_N = 1` and
`u_(N+1) ≠ 0`, the product formula solves the Schrödinger recurrence with a unit point source at
site `l`. -/
theorem green_source {N : ℕ} {E : ℂ} {V u v : ℕ → ℂ} (hu : IsSolution N E V u)
    (hv : IsSolution N E V v) (hv1 : v (N + 1) = 0) (hvN : v N = 1)
    (hW : u (N + 1) ≠ 0) (k l : ℕ) (hk : k < N) :
    (E - V (k + 1)) * green N u v (k + 1) l - green N u v (k + 2) l - green N u v k l
      = if k + 1 = l then 1 else 0 := by
  have a := hu k hk
  have b := hv k hk
  unfold green
  rcases lt_trichotomy (k + 1) l with h | h | h
  · -- left of the source only `u` varies
    rw [if_neg (by omega), min_eq_left (by omega : k + 1 ≤ l),
      min_eq_left (by omega : k + 2 ≤ l), min_eq_left (by omega : k ≤ l),
      max_eq_right (by omega : k + 1 ≤ l), max_eq_right (by omega : k + 2 ≤ l),
      max_eq_right (by omega : k ≤ l)]
    linear_combination (-(v l / u (N + 1))) * a
  · -- at the source the Wronskian appears
    subst h
    have w1 : u (k + 2) * v (k + 1) - u (k + 1) * v (k + 2) = u 1 * v 0 - u 0 * v 1 :=
      wronskian_const hu hv (k + 1) hk
    have w2 := wronskian_const hu hv N le_rfl
    rw [hv1, hvN] at w2
    have key : (E - V (k + 1)) * (u (k + 1) * v (k + 1)) - u (k + 1) * v (k + 2)
        - u k * v (k + 1) = u (N + 1) := by
      linear_combination w1 - w2 - v (k + 1) * a
    rw [if_pos rfl, min_self (k + 1), max_self (k + 1),
      min_eq_right (by omega : k + 1 ≤ k + 2), max_eq_left (by omega : k + 1 ≤ k + 2),
      min_eq_left (by omega : k ≤ k + 1), max_eq_right (by omega : k ≤ k + 1)]
    calc _ = ((E - V (k + 1)) * (u (k + 1) * v (k + 1)) - u (k + 1) * v (k + 2)
          - u k * v (k + 1)) / u (N + 1) := by ring
      _ = 1 := by rw [key, div_self hW]
  · -- right of the source only `v` varies
    rw [if_neg (by omega), min_eq_right (by omega : l ≤ k + 1),
      min_eq_right (by omega : l ≤ k + 2), min_eq_right (by omega : l ≤ k),
      max_eq_left (by omega : l ≤ k + 1), max_eq_left (by omega : l ≤ k + 2),
      max_eq_left (by omega : l ≤ k)]
    linear_combination (-(u l / u (N + 1))) * b

/-- Let `u` and `v` solve the recurrence with `u_0 = 0`, `v_(N+1) = 0`, `v_N = 1`. If
`u_(N+1) ≠ 0`, then `E - H` is invertible, and for sites `i ≤ j` the `(i,j)` and `(j,i)`
entries of its inverse both equal `u_i v_j / u_(N+1)`. -/
theorem resolvent_entries {N : ℕ} {E : ℂ} {V u v : ℕ → ℂ} (hu : IsSolution N E V u)
    (hv : IsSolution N E V v) (hu0 : u 0 = 0) (hv1 : v (N + 1) = 0) (hvN : v N = 1)
    (hW : u (N + 1) ≠ 0) :
    IsUnit (E • (1 : Matrix (Fin N) (Fin N) ℂ) - chainH N V) ∧
    ∀ i j : Fin N, i ≤ j →
      (E • (1 : Matrix (Fin N) (Fin N) ℂ) - chainH N V)⁻¹ i j
        = u (i.val + 1) * v (j.val + 1) / u (N + 1) ∧
      (E • (1 : Matrix (Fin N) (Fin N) ℂ) - chainH N V)⁻¹ j i
        = u (i.val + 1) * v (j.val + 1) / u (N + 1) := by
  have hmul : (E • (1 : Matrix (Fin N) (Fin N) ℂ) - chainH N V)
      * (Matrix.of fun i j : Fin N => green N u v (i.val + 1) (j.val + 1)) = 1 := by
    ext i j
    have g0 : green N u v 0 (j.val + 1) = 0 := by simp [green, hu0]
    have g1 : green N u v (N + 1) (j.val + 1) = 0 := by
      have hj := j.isLt
      unfold green
      rw [max_eq_left (by omega : j.val + 1 ≤ N + 1), hv1, mul_zero, zero_div]
    have hH : (chainH N V *ᵥ fun k : Fin N => green N u v (k.val + 1) (j.val + 1)) i
        = V (i.val + 1) * green N u v (i.val + 1) (j.val + 1)
          + green N u v (i.val + 2) (j.val + 1) + green N u v i.val (j.val + 1) :=
      chainH_apply V (fun k => green N u v k (j.val + 1)) g0 g1 i
    have hs := green_source hu hv hv1 hvN hW i.val (j.val + 1) i.isLt
    rw [Matrix.sub_mul, Matrix.smul_mul, Matrix.one_mul]
    change E * green N u v (i.val + 1) (j.val + 1)
      - (chainH N V *ᵥ fun k : Fin N => green N u v (k.val + 1) (j.val + 1)) i = _
    rw [hH, Matrix.one_apply]
    by_cases hij : i = j
    · subst hij
      rw [if_pos rfl] at hs ⊢
      linear_combination hs
    · have hne : ¬ i.val + 1 = j.val + 1 := fun h => hij (Fin.ext (by omega))
      rw [if_neg hne] at hs
      rw [if_neg hij]
      linear_combination hs
  refine ⟨⟨⟨_, _, hmul, mul_eq_one_comm.mp hmul⟩, rfl⟩, fun i j hij => ?_⟩
  have h : i.val + 1 ≤ j.val + 1 := Nat.succ_le_succ hij
  rw [Matrix.inv_eq_right_inv hmul]
  constructor
  · change green N u v (i.val + 1) (j.val + 1) = _
    unfold green
    rw [min_eq_left h, max_eq_right h]
  · change green N u v (j.val + 1) (i.val + 1) = _
    unfold green
    rw [min_eq_right h, max_eq_left h]

/-- A solution with `u_0 = 0` and `u_(N+1) = 0` satisfies `H u = E u` on the open chain. -/
theorem eigen_of_closing {N : ℕ} {E : ℂ} {V u : ℕ → ℂ} (hu : IsSolution N E V u)
    (hu0 : u 0 = 0) (hz : u (N + 1) = 0) :
    (chainH N V *ᵥ fun j : Fin N => u (j.val + 1)) = E • fun j : Fin N => u (j.val + 1) := by
  funext i
  rw [chainH_apply V u hu0 hz i]
  change _ = E * u (i.val + 1)
  linear_combination hu i.val i.isLt

/-- Let `u` and `v` solve the recurrence with `u_0 = 0`, `u_1 = 1`, `v_(N+1) = 0` and `v_N = 1`.
Then the matrix `E - H` is invertible exactly when `u_(N+1)` is nonzero. -/
theorem isUnit_iff {N : ℕ} {E : ℂ} {V u v : ℕ → ℂ} (hu : IsSolution N E V u)
    (hv : IsSolution N E V v) (hu0 : u 0 = 0) (hu1 : u 1 = 1) (hv1 : v (N + 1) = 0)
    (hvN : v N = 1) :
    IsUnit (E • (1 : Matrix (Fin N) (Fin N) ℂ) - chainH N V) ↔ u (N + 1) ≠ 0 := by
  refine ⟨fun hU hz => ?_, fun hW => (resolvent_entries hu hv hu0 hv1 hvN hW).1⟩
  obtain ⟨U, hU⟩ := hU
  have hinv : (↑U⁻¹ : Matrix (Fin N) (Fin N) ℂ) * (E • 1 - chainH N V) = 1 := by
    rw [← hU]
    exact U.inv_mul
  -- an invertible matrix has no kernel, but `u` lies in it
  have hker : ∀ w : Fin N → ℂ, (E • 1 - chainH N V) *ᵥ w = 0 → w = 0 := by
    intro w hw
    calc w = ((↑U⁻¹ : Matrix (Fin N) (Fin N) ℂ) * (E • 1 - chainH N V)) *ᵥ w := by
          rw [hinv, Matrix.one_mulVec]
      _ = 0 := by rw [← Matrix.mulVec_mulVec, hw, Matrix.mulVec_zero]
  have h0 := hker (fun j : Fin N => u (j.val + 1)) (by
    rw [Matrix.sub_mulVec, Matrix.smul_mulVec, Matrix.one_mulVec,
      eigen_of_closing hu hu0 hz, sub_self])
  have hN : N ≠ 0 := by
    intro h
    rw [h, zero_add, hu1] at hz
    exact one_ne_zero hz
  have h1 : u 1 = 0 := congrFun h0 ⟨0, Nat.pos_of_ne_zero hN⟩
  rw [hu1] at h1
  exact one_ne_zero h1

/-- For a chain of `n + 1` sites and solutions `u` and `v` of its recurrence with `u_0 = 0`,
`u_1 = 1`, `v_(n+2) = 0`, `v_(n+1) = 1` and `u_(n+2) ≠ 0`, the entry of `(E - H)⁻¹` between the
first and the last site is `1 / u_(n+2)`. -/
theorem end_to_end {n : ℕ} {E : ℂ} {V u v : ℕ → ℂ} (hu : IsSolution (n + 1) E V u)
    (hv : IsSolution (n + 1) E V v) (hu0 : u 0 = 0) (hu1 : u 1 = 1)
    (hv1 : v (n + 2) = 0) (hvN : v (n + 1) = 1) (hW : u (n + 2) ≠ 0) :
    (E • (1 : Matrix (Fin (n + 1)) (Fin (n + 1)) ℂ) - chainH (n + 1) V)⁻¹ 0 (Fin.last n)
      = 1 / u (n + 2) := by
  have h : (E • (1 : Matrix (Fin (n + 1)) (Fin (n + 1)) ℂ)
      - chainH (n + 1) V)⁻¹ 0 (Fin.last n) = u 1 * v (n + 1) / u (n + 2) :=
    ((resolvent_entries hu hv hu0 hv1 hvN hW).2 0 (Fin.last n) (Fin.zero_le _)).1
  rw [h, hu1, hvN, one_mul]

/-- For zero on-site energies and `E = 2`, the sequences `u_j = j` and `v_j = N + 1 - j` solve
the recurrence, and for sites `i ≤ j` the inverse of `E - H` has entries
`i (N + 1 - j) / (N + 1)`. -/
theorem band_edge_witness (N : ℕ) :
    IsSolution N 2 (fun _ => 0) (fun j => (j : ℂ)) ∧
    IsSolution N 2 (fun _ => 0) (fun j => (N : ℂ) + 1 - (j : ℂ)) ∧
    ∀ i j : Fin N, i ≤ j →
      ((2 : ℂ) • (1 : Matrix (Fin N) (Fin N) ℂ) - chainH N (fun _ => 0))⁻¹ i j
        = ((i.val : ℂ) + 1) * ((N : ℂ) + 1 - ((j.val : ℂ) + 1)) / ((N : ℂ) + 1) := by
  have hu : IsSolution N 2 (fun _ => 0) (fun j => (j : ℂ)) := by
    intro j _
    push_cast
    ring
  have hv : IsSolution N 2 (fun _ => 0) (fun j => (N : ℂ) + 1 - (j : ℂ)) := by
    intro j _
    push_cast
    ring
  refine ⟨hu, hv, fun i j hij => ?_⟩
  have h := ((resolvent_entries hu hv (by simp) (by simp) (by simp)
    (Nat.cast_ne_zero.mpr (Nat.succ_ne_zero N))).2 i j hij).1
  rw [h]
  simp only [Nat.cast_add, Nat.cast_one]

end

end TightBindingGreen
```

```lean
#print axioms TightBindingGreen.isUnit_iff
#print axioms TightBindingGreen.end_to_end
```

```
'TightBindingGreen.isUnit_iff' depends on axioms: [propext, Classical.choice, Quot.sound]
'TightBindingGreen.end_to_end' depends on axioms: [propext, Classical.choice, Quot.sound]
```

## From the recurrence to the matrix inverse

`chainH_apply` splits the matrix-vector product into on-site, right-neighbour and left-neighbour sums. The zeros at the fictitious sites supply the missing neighbours at the ends.

`wronskian_const` is the elimination above, as an induction: `linear_combination` multiplies the recurrence for `u` by `v (j + 1)` and subtracts `u (j + 1)` times that for `v`. `green_source` separates the three positions relative to the source with `lt_trichotomy`; the middle case compares the Wronskian there with its value at bond `N`.

In `resolvent_entries`, `hmul` assembles the columns into \((E-H)G=1\). `mul_eq_one_comm` supplies the product in the other order, and `Matrix.inv_eq_right_inv` identifies the inverse.

`eigen_of_closing` provides the eigenvector equation, and `isUnit_iff` applies the inverse to it to obtain the contradiction `u 1 = 0`. `end_to_end` reads off the corner entry. `band_edge_witness` checks \(u_j=j\) and \(v_j=N+1-j\) for \(V=0\), \(E=2\), giving entries \(i(N+1-j)/(N+1)\) for sites \(i\le j\).
